# Partial transposition swaps the two coherences of a real two-spin X matrix

An X matrix for two spins 1/2 has non-zero entries only on its diagonal and antidiagonal; here the diagonal is `a, b, b, d`, with a real coherence `c` between up-down and down-up and another, `w`, between up-up and down-down. The lemma states that transposing the second spin alone gives the same matrix with `c` and `w` exchanged. The five parameters are arbitrary real numbers: neither unit trace nor positivity is assumed, so the matrix need not be a density matrix. The attempt compares the two sides entry by entry, splits into the sixteen choices of spin indices, and closes each with `rfl`.

The failing Lean file:

```lean
import Mathlib

open Matrix
open scoped Kronecker ComplexOrder

namespace PartialTransposeXMatrix

noncomputable section

/-- Operators on one spin 1/2; index 0 is up and index 1 is down. -/
abbrev OneSpin := Matrix (Fin 2) (Fin 2) ℂ

/-- Operators on two spins 1/2. -/
abbrev TwoSpin := Matrix (Fin 2 × Fin 2) (Fin 2 × Fin 2) ℂ

/-- Transposition of the second spin only. -/
def partialTranspose (M : TwoSpin) : TwoSpin :=
  Matrix.of fun p q => M (p.1, q.2) (q.1, p.2)

/-- A two-spin operator assembled from blocks: the first spin selects the block. -/
def blocks (M : Matrix (Fin 2) (Fin 2) OneSpin) : TwoSpin :=
  Matrix.of fun p q => M p.1 q.1 p.2 q.2

/-- The operator with diagonal entries `a, b, b, d` on uu, ud, du, dd, coherence `c` between
ud and du, and coherence `w` between uu and dd. -/
def xMatrix (a b d c w : ℝ) : TwoSpin :=
  blocks !![!![(a : ℂ), 0; 0, (b : ℂ)], !![0, (w : ℂ); (c : ℂ), 0];
    !![0, (c : ℂ); (w : ℂ), 0], !![(b : ℂ), 0; 0, (d : ℂ)]]

/-- Partial transposition exchanges the ud-du coherence with the uu-dd coherence. -/
theorem partialTranspose_xMatrix (a b d c w : ℝ) :
    partialTranspose (xMatrix a b d c w) = xMatrix a b d w c := by
  ext ⟨i, j⟩ ⟨k, l⟩
  fin_cases i <;> fin_cases j <;> fin_cases k <;> fin_cases l <;> rfl

end

end PartialTransposeXMatrix
```

The error:

```
Main.lean:31:8: error: (kernel) excessive memory consumption detected
```

What went wrong. The only message comes from the kernel, the part of Lean that rechecks a finished proof, and it is placed at the theorem's name. No tactic reported an error: `rfl` was accepted in all sixteen cases, and the kernel then used too much memory on the result. A proof by `rfl` says only that the two sides agree by computation, so the kernel has to find that agreement itself, unfolding definitions as it sees fit. Here the entries are complex numbers, many of them cast from reals, and unfolding those can be very costly. The message does not say which entry or which unfolding was to blame.

The repair replaces `rfl` with `simp [partialTranspose, xMatrix, blocks]`. This unfolds the three named definitions, picks out the matrix entries by simplification lemmas, and is left with the same number on both sides. The kernel now has those recorded steps to check in place of one large computation, and the file compiles.

This version goes through:

```diff
@@ -32,5 +32,6 @@
     partialTranspose (xMatrix a b d c w) = xMatrix a b d w c := by
   ext ⟨i, j⟩ ⟨k, l⟩
-  fin_cases i <;> fin_cases j <;> fin_cases k <;> fin_cases l <;> rfl
+  fin_cases i <;> fin_cases j <;> fin_cases k <;> fin_cases l <;>
+    simp [partialTranspose, xMatrix, blocks]
 
 end
```
